# Kinetic energy density of a weighted-density matrix and its Weizsäcker lower bound

An orbital-free calculation has the electron density $n$ and no orbitals, while the kinetic energy is fixed by how fast the one-particle density matrix $\gamma(x,y)$ changes as $y$ moves away from $x$. One way to close the gap is to guess the off-diagonal form of $\gamma$ from the density. For particles on a line, with $\hbar = m = 1$ and no spin index, take

$$\gamma(x,y) = \sqrt{n(x)\,n(y)}\; g(x-y),$$

where the correlation factor $g$ is a real function of the separation alone. The question is what kinetic energy density this guess carries, and under which conditions it stays above the von Weizsäcker density $\tau_W = n'^2/(8n)$, the value for a single nodeless orbital $\sqrt n$. In orbital-free functionals the excess over $\tau_W$ is the Pauli term; for this one-dimensional model with one position-independent $g$, normalised to $g(0)=1$, it comes out as $-n\,g''(0)/2$, and it is non-negative when $g \le 1$.

## The objects and the derivation

The kinetic energy density is taken as

$$\tau(x) = \tfrac12\, \partial_x \partial_y \gamma(x,y)\big|_{y=x}.$$

For $\gamma(x,y) = \sum_i \psi_i(x)\psi_i(y)$ with real functions $\psi_i$ this is $\tfrac12\sum_i \psi_i'^2$, the gradient-squared convention. The form $-\tfrac12\sum_i \psi_i\psi_i''$ differs from it by $-n''/4$.

```lean
import Mathlib

open Filter Topology

namespace WeightedDensityModel

noncomputable section

/-- Weighted-density model of the one-particle density matrix,
`γ(x,y) = √(n(x) n(y)) g(x - y)`. -/
def gammaWD (n g : ℝ → ℝ) (x y : ℝ) : ℝ := Real.sqrt (n x * n y) * g (x - y)

/-- Kinetic energy density of a density matrix: half the mixed derivative `∂ₓ∂ᵧγ(x,y)`
on the diagonal `y = x`. -/
def tau (γ : ℝ → ℝ → ℝ) (x : ℝ) : ℝ :=
  deriv (fun s => deriv (fun t => γ s t) x) x / 2

/-- Von Weizsäcker kinetic energy density `n'² / (8 n)`. -/
def tauW (n : ℝ → ℝ) (x : ℝ) : ℝ := deriv n x ^ 2 / (8 * n x)
```

Both `n` and `g` are functions `ℝ → ℝ`, and `gammaWD n g x y` is $\gamma(x,y)$. In `tau` the inner `deriv` differentiates in the second argument `t` and evaluates at `t = x` while the first argument `s` stays free; the outer `deriv` then differentiates in `s` and evaluates at `s = x`. The number $g''(0)$ appears throughout as `deriv (deriv g) 0`.

An easy mistake in this definition is to go to the diagonal too early. With the inner derivative evaluated at `s` in place of `x`, the outer one would run along the diagonal and give $n''/2 - n'g'(0)$ for $g(0)=1$ and twice differentiable $n$, an expression in which $g''(0)$ does not occur.

Write $\varphi = \sqrt n$ for the amplitude. The derivation has five steps.

1. The chain rule gives $\varphi' = n'/(2\sqrt n)$, so $\varphi'^2 = n'^2/(4n)$.
2. Since $\gamma(x,y) = \varphi(x)\varphi(y)g(x-y)$ and $\partial_y\, g(x-y) = -g'(x-y)$,
$$\partial_y\gamma = \varphi(x)\varphi'(y)\,g(x-y) - \varphi(x)\varphi(y)\,g'(x-y).$$
3. Differentiating each of the two products in $x$, with $\partial_x\, g(x-y) = +g'(x-y)$,
$$\partial_x\partial_y\gamma = \varphi'(x)\varphi'(y)\,g + \varphi(x)\varphi'(y)\,g' - \varphi'(x)\varphi(y)\,g' - \varphi(x)\varphi(y)\,g'',$$
where $g$, $g'$, $g''$ are taken at $x-y$. At $y=x$ the two middle terms cancel, and $\varphi'^2 g(0) - \varphi^2 g''(0)$ remains.
4. With $g(0)=1$, step 1 and $\varphi^2 = n$, halving gives
$$\tau(x) = \frac{n'(x)^2}{8\,n(x)} - \frac{n(x)\,g''(0)}{2}.$$
5. If also $g(r) \le 1$ for every separation $r$, then $r=0$ is a maximum of $g$, so $g'(0)=0$ and $g(r) = 1 + \tfrac12 g''(0) r^2 + o(r^2) \le 1$. Dividing by $r^2$ and letting $r \to 0$ gives $g''(0)\le 0$. As $n(x)>0$, $\tau(x) \ge \tau_W(x)$, with equality exactly when $g''(0)=0$.

Five hypotheses enter: `hpos`, `hn`, `hg`, `h0` and `hle`. The counter-examples attached to them, and the Fermi-gas limit at the end, are worked on paper and have not passed through Lean.

## The density is positive

The hypothesis `hpos : ∀ x, 0 < n x` says that the density vanishes nowhere on the line. It covers a nodeless bound state with decaying tails, and it excludes nodes, hard walls and regions of strict vacuum.

By hand it is used three times: in step 1, where the square root is differentiable only at positive arguments; in step 2, where $\sqrt{n(x)n(y)}$ is split into $\sqrt{n(x)}\sqrt{n(y)}$, which needs only $n \ge 0$; and in step 5, where the sign of $n$ fixes the direction of the bound and $n(x) \neq 0$ allows $n(x)g''(0)=0$ to be divided by $n(x)$.

```lean
/-- The amplitude `√n` of a positive differentiable density has derivative `n' / (2 √n)`. -/
theorem hasDerivAt_amplitude {n : ℝ → ℝ} (hpos : ∀ x, 0 < n x) (hn : Differentiable ℝ n)
    (x : ℝ) :
    HasDerivAt (fun t => Real.sqrt (n t)) (deriv n x / (2 * Real.sqrt (n x))) x :=
  (hn x).hasDerivAt.sqrt (hpos x).ne'
```

The lemma `hasDerivAt_amplitude` is step 1. `HasDerivAt f f' x` says that `f` is differentiable at `x` with derivative `f'`. The chain rule `.sqrt` asks that the argument of the root be non-zero, and `(hpos x).ne'` supplies that. The later uses are `Real.sqrt_mul (hpos x).le` for the factorisation, `ha` and `hs` in the mixed derivative, and `hx` in the main theorem.

Without positivity, take the function $\psi(x)=x$, with $n = x^2$ and $g=1$. Then $\gamma(s,t) = |s|\,|t|$, which for $s \ne 0$ has no derivative in $t$ at $t=0$, although $\tfrac12\psi'^2 = \tfrac12$ everywhere and $n'^2/(8n) = \tfrac12$ away from the node. Lean returns $0$ for `deriv` of a non-differentiable function and for division by zero, so at the node `tau` and `tauW` would both read $0$, a value without physical content; positivity together with the `HasDerivAt` lemmas keeps the theorems clear of this.

## The density is differentiable once

The hypothesis `hn : Differentiable ℝ n` asks for $n'$ at every point and for nothing more: $n'$ need not be continuous and $n''$ need not exist. This is enough because the mixed derivative puts one derivative on $\varphi(x)$ and one on $\varphi(y)$, never two on the same factor. By hand it enters through step 1 and is carried into steps 2 and 3.

```lean
/-- Derivative of the model density matrix in its second argument:
`∂ᵧγ = φ(x) φ'(y) g(x-y) - φ(x) φ(y) g'(x-y)` with `φ = √n`. -/
theorem hasDerivAt_gamma_right {n g : ℝ → ℝ} (hpos : ∀ x, 0 < n x) (hn : Differentiable ℝ n)
    (hg : Differentiable ℝ g) (x y : ℝ) :
    HasDerivAt (fun t => gammaWD n g x t)
      (Real.sqrt (n x) * (deriv n y / (2 * Real.sqrt (n y))) * g (x - y)
        - Real.sqrt (n x) * Real.sqrt (n y) * deriv g (x - y)) y := by
  -- factor the density matrix through the amplitude
  have e : (fun t => gammaWD n g x t)
      = fun t => Real.sqrt (n x) * Real.sqrt (n t) * g (x - t) := by
    funext t
    rw [gammaWD, Real.sqrt_mul (hpos x).le]
  have h1 : HasDerivAt (fun t => g (x - t)) (-deriv g (x - y)) y :=
    HasDerivAt.comp_const_sub x y (hg (x - y)).hasDerivAt
  have h2 := (hasDerivAt_amplitude hpos hn y).const_mul (Real.sqrt (n x))
  rw [e]
  exact (h2.fun_mul h1).congr_deriv (by ring)
```

The lemma `hasDerivAt_gamma_right` is step 2, for arbitrary `x` and `y`. The equation `e` is the factorisation through the amplitude. The fact `h1` holds the minus sign from differentiating $g(x-t)$ in $t$. In `h2` the amplitude derivative, where `hn` is consumed, is multiplied by the constant $\varphi(x)$. The product rule `fun_mul` joins the two, and `ring` brings the result to the stated form. One derivative of $g$ is enough for this lemma.

A density with a cusp shows what fails. For $n = e^{-2|x|}$, the shape of the bound state of an attractive delta potential, and $g=1$, the function $t \mapsto \varphi(s)e^{-|t|}$ has one-sided slopes of opposite sign at $t=0$, so $\tau(0)$ is undefined. Since `hn` is required at all points, the theorems as stated do not apply to this density at any $x$, although the derivation is local.

## The correlation factor is twice continuously differentiable

The hypothesis `hg : ContDiff ℝ 2 g` says that $g$, $g'$ and $g''$ exist and are continuous on the whole line. Physically, a finite $g''(0)$ is a finite kinetic energy per particle from the decay of $\gamma$ off the diagonal. By hand, step 2 uses $g'$ at separations near zero, and steps 3 and 5 use $g''$ at zero.

```lean
/-- For `g` of class `C²` with `g(0) = 1`, the mixed derivative `∂ₓ∂ᵧγ` exists on the diagonal
and equals `n'²/(4n) - n g''(0)`. -/
theorem hasDerivAt_mixed {n g : ℝ → ℝ} (hpos : ∀ x, 0 < n x) (hn : Differentiable ℝ n)
    (hg : ContDiff ℝ 2 g) (h0 : g 0 = 1) (x : ℝ) :
    HasDerivAt (fun s => deriv (fun t => gammaWD n g s t) x)
      (deriv n x ^ 2 / (4 * n x) - n x * deriv (deriv g) 0) x := by
  have hg1 : Differentiable ℝ g := hg.differentiable (by norm_num)
  have hg2 : Differentiable ℝ (deriv g) := hg.differentiable_deriv_two
  have e : (fun s => deriv (fun t => gammaWD n g s t) x)
      = fun s => Real.sqrt (n s) * (deriv n x / (2 * Real.sqrt (n x))) * g (s - x)
        - Real.sqrt (n s) * Real.sqrt (n x) * deriv g (s - x) := by
    funext s
    exact (hasDerivAt_gamma_right hpos hn hg1 s x).deriv
  have hφ := hasDerivAt_amplitude hpos hn x
  have h1 : HasDerivAt (fun s => g (s - x)) (deriv g (x - x)) x :=
    HasDerivAt.comp_sub_const x x (hg1 (x - x)).hasDerivAt
  have h2 : HasDerivAt (fun s => deriv g (s - x)) (deriv (deriv g) (x - x)) x :=
    HasDerivAt.comp_sub_const x x (hg2 (x - x)).hasDerivAt
  have h3 := ((hφ.mul_const (deriv n x / (2 * Real.sqrt (n x)))).fun_mul h1).fun_sub
    ((hφ.mul_const (Real.sqrt (n x))).fun_mul h2)
  rw [e]
  refine h3.congr_deriv ?_
  -- the two terms with g'(0) cancel; what remains is φ'² - φ² g''(0)
  simp only [sub_self, h0]
  have ha : Real.sqrt (n x) ≠ 0 := (Real.sqrt_pos.mpr (hpos x)).ne'
  have hs : Real.sqrt (n x) ^ 2 = n x := Real.sq_sqrt (hpos x).le
  generalize Real.sqrt (n x) = a at ha hs ⊢
  rw [← hs]
  field_simp
  ring
```

The lemma `hasDerivAt_mixed` is step 3 with $g(0)=1$ and step 1 inserted: the map $s \mapsto \partial_y\gamma(s,y)|_{y=x}$ is differentiable at $s=x$ with derivative $n'^2/(4n) - n\,g''(0)$. From `hg` the proof draws two facts, `hg1` that $g$ is differentiable and `hg2` that $g'$ is; the continuity of $g''$ is not called on again. The equation `e` replaces the inner derivative by the formula of step 2 for every `s`. The facts `h1` and `h2` differentiate $g(s-x)$ and $g'(s-x)$ in $s$, now with a plus sign. Then `h3` applies the product rule to both terms and subtracts, which yields the four terms of step 3. After `simp only [sub_self, h0]` sets the separation to zero, the amplitude is renamed `a`, the density becomes `a` squared, and `field_simp` with `ring` clears the denominators and cancels the two $g'(0)$ terms.

No evenness of $g$ is assumed, and the cancellation holds for any value of $g'(0)$. The sign is the other place where the derivation goes wrong easily: $\partial_x\partial_y\, g(x-y) = -g''(x-y)$, and losing the minus reverses the bound.

With only one continuous derivative the result fails. The factor $g(r) = e^{-|r|^{3/2}}$ has $g(0)=1$, $g \le 1$ and a continuous $g'$ with $g'(0)=0$, but $g'(r)/r = -\tfrac32 |r|^{-1/2}e^{-|r|^{3/2}}$ tends to $-\infty$ as $r \to 0$. The mixed derivative on the diagonal diverges.

## The correlation factor equals one at zero separation

The hypothesis `h0 : g 0 = 1` makes the model reproduce its own density, $\gamma(x,x) = n(x)$. By hand it is used in step 4, to give $\varphi'^2$ the coefficient one, and in step 5, where it turns the bound $g \le 1$ into the statement that $r=0$ is a maximum. In the proof the first use is the `simp only` above, and the second lies in `hmax` and `hconst` of `curvature_nonpos`.

```lean
/-- Kinetic energy density of the weighted-density model: `τ = n'²/(8n) - n g''(0)/2`. -/
theorem tau_gammaWD {n g : ℝ → ℝ} (hpos : ∀ x, 0 < n x) (hn : Differentiable ℝ n)
    (hg : ContDiff ℝ 2 g) (h0 : g 0 = 1) (x : ℝ) :
    tau (gammaWD n g) x = tauW n x - n x * deriv (deriv g) 0 / 2 := by
  rw [tau, (hasDerivAt_mixed hpos hn hg h0 x).deriv, tauW]
  ring
```

The theorem `tau_gammaWD` is step 4: for positive differentiable $n$ and $g$ of class $C^2$ with $g(0)=1$, at every point $x$, $\tau(x) = \tau_W(x) - n(x)g''(0)/2$. It has no upper bound on $g$ among its hypotheses. The proof unfolds `tau`, inserts the value from `hasDerivAt_mixed`, and halves it by `ring`.

Without the normalisation step 3 gives $\tau = g(0)\,\tau_W - n\,g''(0)/2$. The constant $g = \tfrac12$ is smooth and below one, and it gives $\tau = \tau_W/2$, which is less than $\tau_W$ wherever $n' \ne 0$. The diagonal of that $\gamma$ is $n/2$, so the comparison is with the Weizsäcker term of the wrong density.

## The correlation factor does not exceed one

The hypothesis `hle : ∀ r, g r ≤ 1` says that $\gamma(x,y)$ never exceeds the geometric mean $\sqrt{n(x)n(y)}$. A symmetric positive semidefinite density matrix obeys $|\gamma(x,y)|^2 \le n(x)n(y)$ by the Cauchy–Schwarz inequality, which for the model reads $|g| \le 1$. Here the bound is assumed and not derived from positivity of $\gamma$, and only its upper half is needed, so every $g$ with $|g| \le 1$ qualifies. By hand it is used in step 5 alone.

```lean
/-- For continuous `g` with `g(0) = 1` and `g ≤ 1` everywhere, `deriv (deriv g) 0 ≤ 0`.
Lean's `deriv` is `0` where no derivative exists; for `g` twice differentiable at `0` this reads
`g''(0) ≤ 0`. -/
theorem curvature_nonpos {g : ℝ → ℝ} (hg : Continuous g) (h0 : g 0 = 1)
    (hle : ∀ r, g r ≤ 1) : deriv (deriv g) 0 ≤ 0 := by
  by_contra hc
  have hc' : 0 < deriv (deriv g) 0 := lt_of_not_ge hc
  have hmax : IsLocalMax g 0 := Filter.Eventually.of_forall fun r => by
    rw [h0]
    exact hle r
  -- positive curvature would make 0 a local minimum too, so g is locally constant
  have hmin : IsLocalMin g 0 :=
    isLocalMin_of_deriv_deriv_pos hc' hmax.deriv_eq_zero hg.continuousAt
  have hmin' : ∀ᶠ r in 𝓝 (0 : ℝ), g 0 ≤ g r := hmin
  have hconst : g =ᶠ[𝓝 0] fun _ => (1 : ℝ) :=
    hmin'.mono fun r hr => le_antisymm (hle r) (by rw [← h0]; exact hr)
  have hz := hconst.deriv.deriv_eq
  have hone : deriv (fun _ : ℝ => (1 : ℝ)) = fun _ => 0 := by
    funext r
    simp
  rw [hone] at hz
  simp at hz
  linarith
```

The lemma `curvature_nonpos` reaches $g''(0) \le 0$ by contradiction and avoids the Taylor remainder. Suppose $g''(0)>0$. From `h0` and `hle`, `hmax` says that $0$ is a local maximum, hence $g'(0)=0$. The second-derivative test `isLocalMin_of_deriv_deriv_pos` then makes $0$ a local minimum as well. Near $0$ one has both $g \le 1$ and $g \ge g(0) = 1$, so `hconst` states that $g$ equals $1$ on a neighbourhood. Its second derivative at $0$ is then that of a constant, `hz` reduces to $g''(0)=0$, and `linarith` closes the contradiction. The lemma asks of $g$ only continuity, which the main theorem supplies as `hg.continuous`. For a merely continuous $g$, such as $1-|r|$, the number `deriv (deriv g) 0` may be Lean's default value $0$ and then says nothing about curvature; in the main theorem `hg` makes it the true second derivative.

```lean
/-- Main result: for `n > 0` differentiable and `g` of class `C²` with `g(0) = 1` and `g ≤ 1`,
the kinetic energy density of the model is at least the Weizsäcker density, with equality
exactly when `g''(0) = 0`. -/
theorem tauW_le_tau {n g : ℝ → ℝ} (hpos : ∀ x, 0 < n x) (hn : Differentiable ℝ n)
    (hg : ContDiff ℝ 2 g) (h0 : g 0 = 1) (hle : ∀ r, g r ≤ 1) (x : ℝ) :
    tauW n x ≤ tau (gammaWD n g) x ∧
      (tau (gammaWD n g) x = tauW n x ↔ deriv (deriv g) 0 = 0) := by
  have hc := curvature_nonpos hg.continuous h0 hle
  have hx := hpos x
  rw [tau_gammaWD hpos hn hg h0 x]
  refine ⟨by nlinarith, fun h => ?_, fun h => by rw [h]; ring⟩
  have hm : n x * deriv (deriv g) 0 = 0 := by linarith
  exact (mul_eq_zero.mp hm).resolve_left hx.ne'
```

The theorem `tauW_le_tau` states, under all five hypotheses and at every point $x$, that $\tau_W(x) \le \tau(x)$, and that $\tau(x) = \tau_W(x)$ if and only if $g''(0)=0$. After rewriting with `tau_gammaWD`, `nlinarith` multiplies $n(x)>0$ by $g''(0) \le 0$ to obtain the inequality. For the equivalence, equality gives `hm`, that $n(x)g''(0)=0$, and the factor $n(x)$ is excluded by `hx.ne'`; the converse is substitution. The right-hand side does not mention $x$, so equality at one point means equality at all points.

Under the five hypotheses alone the criterion does not single out $g = 1$. The factor $g(r) = e^{-r^4}$ meets every condition on $g$, is not constant, and has $g''(0)=0$, so it also gives $\tau = \tau_W$. That $\gamma$ is not positive semidefinite, however, and so is not the density matrix of any state. If $\gamma$ is symmetric and positive semidefinite, then $g(r) = \int \cos(kr)\,d\mu(k)$ for a probability measure $\mu$ and $-g''(0) = \int k^2\,d\mu(k)$, so $g''(0)=0$ forces $g = 1$, the single-orbital case. This last argument is made on paper and is not part of the Lean development.

Without the upper bound, take $g(r) = \cosh(kr)$ with a real $k \ne 0$. It is smooth and even, with $g(0)=1$ and $g''(0) = k^2$, so $\tau = \tau_W - nk^2/2 < \tau_W$, and for a uniform density $\tau$ is negative.

The inequality is the Weizsäcker lower bound for this family of density matrices only, pointwise and in one dimension. It is not derived for the density matrix of a general many-electron state, and $\gamma$ is not required to be symmetric, idempotent or representable by fermions. No integral is taken, so $n$ is not normalised to a particle number. In weighted-density functionals proper, the range of $g$ is set by an effective density that changes with position; here $g$ is one fixed function of $x-y$.

## One orbital, a cosine and the uniform limit

The smallest case is $g = 1$, where $\gamma(x,y) = \varphi(x)\varphi(y)$ is built from a single orbital.

```lean
/-- One orbital: for `g = 1` the kinetic energy density equals the Weizsäcker density. -/
theorem tau_single_orbital {n : ℝ → ℝ} (hpos : ∀ x, 0 < n x) (hn : Differentiable ℝ n)
    (x : ℝ) : tau (gammaWD n fun _ => 1) x = tauW n x := by
  have hone : deriv (fun _ : ℝ => (1 : ℝ)) = fun _ => 0 := by
    funext r
    simp
  rw [tau_gammaWD hpos hn contDiff_const rfl x, hone]
  simp
```

The theorem `tau_single_orbital` needs only `hpos` and `hn` and gives $\tau = \tau_W$. It applies `tau_gammaWD` with `contDiff_const` for smoothness and `rfl` for $g(0)=1$; `hone` says that the first derivative of the constant is the zero function, and `simp` removes the second.

For $g(r) = \cos(kr)$ with any real $k$, one has $g'(r) = -k\sin(kr)$ and $g''(0) = -k^2$, so the theorem `tau_cos` states $\tau = \tau_W + nk^2/2$. In its proof `h1` and `h2` are these two derivatives, obtained from the chain rule with `hk`, and `fun_prop` provides the smoothness. The result can be read off directly: $\cos(k(x-y)) = \cos kx\cos ky + \sin kx \sin ky$ writes $\gamma$ as a sum over the two functions $\varphi\cos kx$ and $\varphi \sin kx$, which are in general neither orthogonal nor normalised, and half the sum of their squared derivatives is $\tfrac12\varphi'^2 + \tfrac12 k^2\varphi^2$. At $k=0$ the single-orbital case returns.

For a constant density $\tau_W = 0$, and all kinetic energy comes from the curvature of $g$. A spinless non-interacting Fermi gas on a line has $g(r) = \sin(k_F r)/(k_F r)$, continued by $1$ at $r=0$, with Fermi wave number $k_F = \pi n$. Then $g''(0) = -k_F^2/3$, and step 4 gives $\tau = n k_F^2/6 = \pi^2 n^3/6$, the one-dimensional Thomas–Fermi value.

```lean
/-- For the correlation factor `g(r) = cos (k r)` the kinetic energy density is the
Weizsäcker density plus `n k² / 2`. -/
theorem tau_cos {n : ℝ → ℝ} (hpos : ∀ x, 0 < n x) (hn : Differentiable ℝ n) (k x : ℝ) :
    tau (gammaWD n fun r => Real.cos (k * r)) x = tauW n x + n x * k ^ 2 / 2 := by
  have hk : ∀ r : ℝ, HasDerivAt (fun t : ℝ => k * t) k r := fun r => by
    simpa using (hasDerivAt_id r).const_mul k
  have h1 : deriv (fun r => Real.cos (k * r)) = fun r => -k * Real.sin (k * r) := by
    funext r
    rw [(hk r).cos.deriv]
    ring
  have h2 : deriv (fun r => -k * Real.sin (k * r)) 0 = -k ^ 2 := by
    rw [((hk 0).sin.const_mul (-k)).deriv, mul_zero, Real.cos_zero]
    ring
  have hg : ContDiff ℝ 2 fun r : ℝ => Real.cos (k * r) := by fun_prop
  rw [tau_gammaWD hpos hn hg (by simp) x, h1, h2]
  ring

end

end WeightedDensityModel
```

```lean
#print axioms WeightedDensityModel.tauW_le_tau
#print axioms WeightedDensityModel.tau_single_orbital
#print axioms WeightedDensityModel.tau_cos
```

```
'WeightedDensityModel.tauW_le_tau' depends on axioms: [propext, Classical.choice, Quot.sound]
'WeightedDensityModel.tau_single_orbital' depends on axioms: [propext, Classical.choice, Quot.sound]
'WeightedDensityModel.tau_cos' depends on axioms: [propext, Classical.choice, Quot.sound]
```
